# A signal with square-integrable spectrum on [-π, π] is the cardinal-sine sum of its integer samples

## Does a jump at the band edge spoil the interpolation?

I keep a one-dimensional wave function as values on a uniform grid, and when I need it between the grid points I sum the grid values times shifted functions $\sin(\pi y)/(\pi y)$. With the grid spacing as the unit of length, I assume that the function contains no wave numbers outside $[-\pi,\pi]$:

$$f(x)=\int_{-\pi}^{\pi}F(k)\,e^{ikx}\,dk .$$

The derivation I know expands $e^{ikx}$, as a function of $k$ on $[-\pi,\pi]$, in the Fourier functions $e^{ikn}$ with integer $n$, and then exchanges the sum with the integral over $k$. But if $x$ is not an integer, $e^{ikx}$ takes different values at $k=-\pi$ and $k=\pi$. Its periodic continuation jumps, so the series cannot converge uniformly. My $F$ needn't match at the two ends either. Is the exchange still allowed, and does the sum give $f(x)$ at every real $x$?

## Mean-square convergence is enough

Yes, for every square-integrable $F$ on the band, and so for every continuous one. The integral over $k$ is an inner product, and an inner product can be exchanged with a series that converges only in the mean-square sense. No matching of $F$ at the band edges is needed.

For square-integrable functions $a,b$ on the band, write

$$\langle a,b\rangle=\frac1{2\pi}\int_{-\pi}^{\pi}\overline{a(k)}\,b(k)\,dk,\qquad e_n(k)=e^{ink}.$$

The $e_n$ are orthonormal and complete, so the partial sums $b_N=\sum_{|n|\le N}\langle e_n,b\rangle e_n$ tend to $b$ in the norm $\|b\|=\sqrt{\langle b,b\rangle}$. Since $|\langle a,b-b_N\rangle|\le\|a\|\,\|b-b_N\|$, it follows that

$$\sum_n\langle a,e_n\rangle\langle e_n,b\rangle=\langle a,b\rangle .$$

The sum converges absolutely, because both sets of coefficients are square-summable.

Now let $A$ and $B$ be two spectra with signals $f_A$ and $f_B$, and put $a=\overline A$, $b=B$. The coefficients are samples:

$$\langle \overline A,e_n\rangle=\frac1{2\pi}\int_{-\pi}^{\pi}A(k)e^{ikn}dk=\frac{f_A(n)}{2\pi},\qquad
\langle e_n,B\rangle=\frac1{2\pi}\int_{-\pi}^{\pi}B(k)e^{-ikn}dk=\frac{f_B(-n)}{2\pi}.$$

Multiplying the previous relation by $(2\pi)^2$ gives Parseval's relation in the form

$$\sum_n f_A(n)f_B(-n)=2\pi\int_{-\pi}^{\pi}A(k)B(k)\,dk .$$

Take $A=F$ and $B(k)=e^{ikx}$. The right-hand side is $2\pi f(x)$. On the left, $f_B(-n)=\int_{-\pi}^{\pi}e^{ik(x-n)}dk$. For real $y\neq0$,

$$\int_{-\pi}^{\pi}e^{iky}dk=\frac{e^{i\pi y}-e^{-i\pi y}}{iy}=\frac{2\sin(\pi y)}{y}=2\pi\,s(y),\qquad s(y)=\frac{\sin(\pi y)}{\pi y},$$

and for $y=0$ the integral is $2\pi=2\pi s(0)$ with $s(0)=1$. Hence $f_B(-n)=2\pi s(x-n)$, and division by $2\pi$ leaves

$$f(x)=\sum_n f(n)\,s(x-n).$$

### A spectrum that does not match at the edges

Take $F(k)=k$, which is $-\pi$ at one end and $\pi$ at the other. Integration by parts gives $f(0)=0$ and $f(n)=-2\pi i(-1)^n/n$ for $n\ne0$. At the midpoint $x=\tfrac12$,

$$f(\tfrac12)=2i\int_0^{\pi}k\sin(k/2)\,dk=8i .$$

Since $s(\tfrac12-n)=(-1)^n/\big(\pi(\tfrac12-n)\big)$, the term with index $n\neq0$ is $4i/\big(n(2n-1)\big)$. The terms for $n$ and $-n$ add to

$$\frac{16i}{4n^2-1}=8i\left(\frac1{2n-1}-\frac1{2n+1}\right),$$

so the sum over $|n|\le N$ is $8i\,\big(1-\tfrac1{2N+1}\big)$. It tends to $8i$, as it should, but slowly: with $N=10$ it is about $7.62i$.

### A band twice as wide

The limits $\pm\pi$ do matter. Let the spectrum be $\sin(k/2)$ on $[-2\pi,2\pi]$, with signal $g(x)=\int_{-2\pi}^{2\pi}\sin(k/2)e^{ikx}dk$. This spectrum is continuous, yet it is orthogonal to every $e^{ikn}$ on that interval, so $g(n)=0$ for all integers $n$. The interpolation sum is therefore zero everywhere, while $g(\tfrac12)=i\int_{-2\pi}^{2\pi}\sin^2(k/2)\,dk=2\pi i$. Continuity of the spectrum thus does not rescue the formula on a band of twice the width.

### The theorem in Lean's terms

`signal F x` is the integral $f(x)$, with the sign $+ikx$ and no factor $1/(2\pi)$. The band limit is built into this definition: `F : ℝ → ℂ` is defined on the whole line, but only its values on the band enter. The function `s` is the cardinal sine with the factor $\pi$ inside, unlike the convention $\sin y/y$ that often goes by the name sinc.

`SquareIntegrable F` says that $F$ is measurable up to a null set and that $|F|^2$ has a finite integral over $(-\pi,\pi]$; leaving out one endpoint changes no integral. Physically, the signal has finite total weight $\int|F|^2dk$, as a normalisable wave function does. In `sampling_of_continuousOn` the hypothesis is instead continuity on the closed interval, one-sided at its ends, with no condition relating $F(-\pi)$ to $F(\pi)$.

The conclusion, `HasSum (fun n : ℤ => signal F n * s (x - n)) (signal F x)`, says that the series over all integers converges to $f(x)$ whatever the order of the terms. The integer `n` is read as a real position, and the real value of `s` as a complex number.

In quantum mechanics this is the basis of cardinal-sine grid methods, here for one particle in one dimension whose momenta are strictly confined to $|p|\le\pi\hbar/\Delta x$, with $\Delta x$ the grid spacing; the theorem has $\Delta x=1$, and other spacings follow by a change of units. The step left to the user is to pass from a strictly band-limited function, known at all integers, to a wave function that is only nearly band-limited and is stored at finitely many points. The theorem gives no error estimate for that step.

```lean
import Mathlib

open MeasureTheory Set Complex
open scoped Real ComplexConjugate

namespace SamplingTheorem

noncomputable section

/-- The signal `f(x) = ∫ F(k) exp(ikx) dk` with spectrum `F` on the band `[-π, π]`. -/
def signal (F : ℝ → ℂ) (x : ℝ) : ℂ :=
  ∫ k in (-π)..π, F k * Complex.exp (I * k * x)

/-- The cardinal sine `s(y) = sin(πy)/(πy)` for `y ≠ 0`, with `s(0) = 1`. -/
def s (y : ℝ) : ℝ := if y = 0 then 1 else Real.sin (π * y) / (π * y)

/-- The spectrum `F` is square-integrable on the band. -/
abbrev SquareIntegrable (F : ℝ → ℂ) : Prop :=
  MemLp F 2 (volume.restrict (Ioc (-π) π))

/-- The circle of wave numbers has positive length `2π`. -/
local instance factTwoPi : Fact (0 < 2 * π) := ⟨Real.two_pi_pos⟩

/-- The normalised measure on the circle of wave numbers is the length divided by `2π`. -/
theorem haar_eq : (AddCircle.haarAddCircle : Measure (AddCircle (2 * π))) =
    (ENNReal.ofReal (2 * π))⁻¹ • volume := by
  rw [AddCircle.volume_eq_smul_haarAddCircle, smul_smul,
    ENNReal.inv_mul_cancel (ENNReal.ofReal_pos.2 Real.two_pi_pos).ne' ENNReal.ofReal_ne_top,
    one_smul]

/-- The mean over the circle of wave numbers is the integral over the band divided by `2π`. -/
theorem integral_circle (h : AddCircle (2 * π) → ℂ) :
    ∫ t, h t ∂AddCircle.haarAddCircle =
      (2 * π : ℂ)⁻¹ * ∫ k in (-π)..π, h (k : AddCircle (2 * π)) := by
  have e := AddCircle.intervalIntegral_preimage (2 * π) (-π) h
  rw [show -π + 2 * π = π by ring] at e
  rw [haar_eq, integral_smul_measure, ← e, ENNReal.toReal_inv,
    ENNReal.toReal_ofReal Real.two_pi_pos.le, Complex.real_smul]
  push_cast
  rfl

/-- A square-integrable spectrum on the band agrees almost everywhere with a
square-integrable function on the circle of wave numbers. -/
theorem exists_lift {F : ℝ → ℂ} (hF : SquareIntegrable F) :
    ∃ G : AddCircle (2 * π) → ℂ, MemLp G 2 AddCircle.haarAddCircle ∧
      ∀ᵐ (k : ℝ) ∂(volume.restrict (Ioc (-π) π)), G (k : AddCircle (2 * π)) = F k := by
  obtain ⟨F', hm, he⟩ := hF.1
  have hp : -π + 2 * π = π := by ring
  let G : AddCircle (2 * π) → ℂ := fun t =>
    F' ((AddCircle.measurableEquivIoc (2 * π) (-π) t : Ioc (-π) (-π + 2 * π)) : ℝ)
  have hG : StronglyMeasurable G := hm.comp_measurable
    (measurable_subtype_coe.comp (AddCircle.measurableEquivIoc (2 * π) (-π)).measurable)
  have hGF : ∀ k ∈ Ioc (-π) π, G (k : AddCircle (2 * π)) = F' k := fun k hk =>
    AddCircle.liftIoc_coe_apply (p := 2 * π) (a := -π) (f := F') (by rwa [hp])
  have hae : ∀ᵐ (k : ℝ) ∂(volume.restrict (Ioc (-π) π)),
      G (k : AddCircle (2 * π)) = F k := by
    filter_upwards [he, ae_restrict_mem measurableSet_Ioc] with k h1 h2
    rw [hGF k h2, h1]
  have mp := AddCircle.measurePreserving_mk (2 * π) (-π)
  rw [hp] at mp
  have hv : MemLp G 2 volume := by
    rw [← mp.map_eq]
    exact (memLp_map_measure_iff hG.aestronglyMeasurable mp.measurable.aemeasurable).2
      (hF.ae_eq (hae.mono fun k h => h.symm))
  refine ⟨G, ?_, hae⟩
  rw [haar_eq]
  exact hv.smul_measure (ENNReal.inv_ne_top.2 (ENNReal.ofReal_pos.2 Real.two_pi_pos).ne')

/-- The Fourier coefficients of a square-integrable spectrum carried to the circle are the integer
samples of its signal, in reversed order and divided by `2π`. -/
theorem coefficient_eq_sample {c : AddCircle (2 * π) → ℂ} {C : ℝ → ℂ}
    (hc : MemLp c 2 AddCircle.haarAddCircle)
    (h : ∀ᵐ (k : ℝ) ∂(volume.restrict (Ioc (-π) π)), c (k : AddCircle (2 * π)) = C k)
    (n : ℤ) :
    inner ℂ (fourierBasis n) (hc.toLp c) = (2 * π : ℂ)⁻¹ * signal C (-n) := by
  have hle : -π ≤ π := by linarith [Real.pi_pos]
  have hpi : (π : ℂ) ≠ 0 := Complex.ofReal_ne_zero.2 Real.pi_ne_zero
  have e : (fun t => fourier (-n) t • (hc.toLp c) t) =ᵐ[AddCircle.haarAddCircle]
      fun t => fourier (-n) t * c t := by
    filter_upwards [hc.coeFn_toLp] with t ht
    rw [ht, smul_eq_mul]
  rw [← HilbertBasis.repr_apply_apply, fourierBasis_repr, fourierCoeff, integral_congr_ae e,
    integral_circle, signal, intervalIntegral.integral_of_le hle,
    intervalIntegral.integral_of_le hle]
  congr 1
  apply integral_congr_ae
  filter_upwards [h] with k hk
  rw [hk, fourier_coe_apply, mul_comm _ (C k)]
  congr 2
  push_cast
  rw [div_eq_iff (mul_ne_zero two_ne_zero hpi)]
  ring

/-- Parseval's relation: for square-integrable spectra `A` and `B`, the sum over integers
of `f_A(n) f_B(-n)` is `2π` times the integral of `A B` over the band. -/
theorem parseval {A B : ℝ → ℂ} (hA : SquareIntegrable A) (hB : SquareIntegrable B) :
    HasSum (fun n : ℤ => signal A n * signal B (-n))
      (2 * π * ∫ k in (-π)..π, A k * B k) := by
  have hle : -π ≤ π := by linarith [Real.pi_pos]
  have hpi : (π : ℂ) ≠ 0 := Complex.ofReal_ne_zero.2 Real.pi_ne_zero
  have hA' : SquareIntegrable (fun k => conj (A k)) :=
    hA.congr_norm (Complex.continuous_conj.comp_aestronglyMeasurable hA.1)
      (Filter.Eventually.of_forall fun k => by simp)
  obtain ⟨a, ha, hae⟩ := exists_lift hA'
  obtain ⟨b, hb, hbe⟩ := exists_lift hB
  -- conjugating a signal conjugates the spectrum and reverses the position
  have hconj : ∀ n : ℤ, conj (signal (fun k => conj (A k)) (-n)) = signal A n := by
    intro n
    rw [signal, signal, intervalIntegral.integral_of_le hle,
      intervalIntegral.integral_of_le hle, ← integral_conj]
    congr 1
    funext k
    rw [map_mul, Complex.conj_conj, ← Complex.exp_conj]
    simp
  have left : ∀ n : ℤ, inner ℂ (ha.toLp a) (fourierBasis n) =
      (2 * π : ℂ)⁻¹ * signal A n := by
    intro n
    have two : conj (2 : ℂ) = 2 := Complex.ext (by simp) (by simp)
    rw [← inner_conj_symm, coefficient_eq_sample ha hae n, map_mul, hconj]
    simp [two]
  have ip : inner ℂ (ha.toLp a) (hb.toLp b) =
      (2 * π : ℂ)⁻¹ * ∫ k in (-π)..π, A k * B k := by
    have e : (fun t => inner ℂ ((ha.toLp a) t) ((hb.toLp b) t))
        =ᵐ[AddCircle.haarAddCircle] fun t => conj (a t) * b t := by
      filter_upwards [ha.coeFn_toLp, hb.coeFn_toLp] with t h1 h2
      rw [h1, h2, RCLike.inner_apply, mul_comm]
    rw [L2.inner_def, integral_congr_ae e, integral_circle,
      intervalIntegral.integral_of_le hle, intervalIntegral.integral_of_le hle]
    congr 1
    apply integral_congr_ae
    filter_upwards [hae, hbe] with k h1 h2
    rw [h1, h2, Complex.conj_conj]
  -- completeness of the Fourier basis
  have H := ((fourierBasis (T := 2 * π)).hasSum_inner_mul_inner
    (ha.toLp a) (hb.toLp b)).mul_left ((2 * π : ℂ) ^ 2)
  have h1 : ∀ u v : ℂ,
      (2 * π : ℂ) ^ 2 * ((2 * π : ℂ)⁻¹ * u * ((2 * π : ℂ)⁻¹ * v)) = u * v := by
    intro u v
    field_simp
  have h2 : ∀ u : ℂ, (2 * π : ℂ) ^ 2 * ((2 * π : ℂ)⁻¹ * u) = 2 * π * u := by
    intro u
    field_simp
  simp only [left, coefficient_eq_sample hb hbe, ip, h1, h2] at H
  exact H

/-- A spectrum that is continuous on `[-π, π]` is square-integrable on the band. -/
theorem squareIntegrable_of_continuousOn {F : ℝ → ℂ} (hF : ContinuousOn F (Icc (-π) π)) :
    SquareIntegrable F := by
  obtain ⟨C, hC⟩ := isCompact_Icc.exists_bound_of_continuousOn hF
  refine MemLp.of_bound
    ((hF.mono Ioc_subset_Icc_self).aestronglyMeasurable measurableSet_Ioc) C ?_
  filter_upwards [ae_restrict_mem measurableSet_Ioc] with k hk
  exact hC k (Ioc_subset_Icc_self hk)

/-- Sampling theorem: a signal with square-integrable spectrum on `[-π, π]` is, at every
real `x`, the convergent sum of its integer samples times shifted cardinal sines. -/
theorem sampling {F : ℝ → ℂ} (hF : SquareIntegrable F) (x : ℝ) :
    HasSum (fun n : ℤ => signal F n * s (x - n)) (signal F x) := by
  have hpi : (π : ℂ) ≠ 0 := Complex.ofReal_ne_zero.2 Real.pi_ne_zero
  -- the integral of a plane wave over the band
  have kernel : ∀ y : ℝ, ∫ k in (-π)..π, Complex.exp (I * k * y) = 2 * π * s y := by
    intro y
    by_cases hy : y = 0
    · subst hy
      simp [s]
      ring
    have hy' : (y : ℂ) ≠ 0 := Complex.ofReal_ne_zero.2 hy
    have hI : I ≠ 0 := Complex.I_ne_zero
    have e : (fun k : ℝ => Complex.exp (I * k * y)) = fun k : ℝ => Complex.exp (I * y * k) := by
      funext k
      congr 1
      ring
    have hs : Complex.exp (π * y * I) - Complex.exp (-(π * y) * I) =
        2 * I * Complex.sin (π * y) := by
      rw [Complex.sin]
      linear_combination
        (Complex.exp (π * y * I) - Complex.exp (-(π * y) * I)) * Complex.I_sq
    rw [e, integral_exp_mul_complex (mul_ne_zero hI hy'), s, if_neg hy,
      show I * y * (π : ℂ) = π * y * I by ring,
      show I * y * ((-π : ℝ) : ℂ) = -(π * y) * I by push_cast; ring, hs]
    push_cast
    field_simp
  have hE : SquareIntegrable (fun k : ℝ => Complex.exp (I * k * x)) :=
    squareIntegrable_of_continuousOn (by fun_prop)
  have hs : ∀ n : ℤ, signal (fun k : ℝ => Complex.exp (I * k * x)) (-n) =
      2 * π * s (x - n) := by
    intro n
    rw [← kernel (x - n), signal]
    refine intervalIntegral.integral_congr fun k _ => ?_
    simp only [← Complex.exp_add]
    congr 1
    push_cast
    ring
  -- Parseval's relation between the spectrum and the plane wave
  have H := (parseval hF hE).mul_left ((2 * π : ℂ)⁻¹)
  have h1 : ∀ n : ℤ, (2 * π : ℂ)⁻¹ *
      (signal F n * signal (fun k : ℝ => Complex.exp (I * k * x)) (-n)) =
        signal F n * s (x - n) := by
    intro n
    rw [hs]
    field_simp
  have h2 : (2 * π : ℂ)⁻¹ * (2 * π * ∫ k in (-π)..π, F k * Complex.exp (I * k * x)) =
      signal F x := inv_mul_cancel_left₀ (mul_ne_zero two_ne_zero hpi) _
  simp only [h1, h2] at H
  exact H

/-- Sampling theorem for continuous spectra: if `F` is continuous on `[-π, π]`, its signal
at every real `x` is the convergent sum of `f(n) s(x - n)` over all integers `n`. -/
theorem sampling_of_continuousOn {F : ℝ → ℂ} (hF : ContinuousOn F (Icc (-π) π)) (x : ℝ) :
    HasSum (fun n : ℤ => signal F n * s (x - n)) (signal F x) :=
  sampling (squareIntegrable_of_continuousOn hF) x

end

end SamplingTheorem
```

```lean
#print axioms SamplingTheorem.sampling
#print axioms SamplingTheorem.sampling_of_continuousOn
```

```
'SamplingTheorem.sampling' depends on axioms: [propext, Classical.choice, Quot.sound]
'SamplingTheorem.sampling_of_continuousOn' depends on axioms: [propext, Classical.choice, Quot.sound]
```

### From the band to the circle and back

Mathlib has the complete Fourier basis for functions on a circle, so the proof first bends the band into a circle of length $2\pi$. The lemmas `haar_eq` and `integral_circle` fix the normalisation: the mean over the circle is $\frac1{2\pi}\int_{-\pi}^{\pi}$, which is the factor in $\langle a,b\rangle$. Then `exists_lift` carries a square-integrable $F$ to a square-integrable function on the circle that agrees with it almost everywhere on the band. A mismatch at the edges does no harm, since the function on the circle may jump.

`coefficient_eq_sample` is the identity $\langle e_n,C\rangle=f_C(-n)/(2\pi)$ for a square-integrable spectrum $C$. It replaces the function on the circle by $C$ under the integral and then compares the exponentials.

In `parseval`, the spectrum $\overline A$ is lifted rather than $A$, because the inner product conjugates its first argument. The step `hconj` undoes this conjugation, `left` gives $\langle\overline A,e_n\rangle=f_A(n)/(2\pi)$, and `ip` evaluates $\langle\overline A,B\rangle$. The exchange you were worried about is Mathlib's `hasSum_inner_mul_inner`, the expansion of an inner product in a complete orthonormal basis. Multiplication by $(2\pi)^2$ finishes the relation.

`squareIntegrable_of_continuousOn` uses the fact that a continuous function on a closed bounded interval is bounded. It serves twice: in `sampling` it shows that the plane wave $e^{ikx}$ is an admissible spectrum, and at the end it turns `sampling` into `sampling_of_continuousOn`.

Within `sampling`, `kernel` is the integral $\int_{-\pi}^{\pi}e^{iky}dk=2\pi s(y)$, with $y=0$ treated separately, and the second `hs` applies it at $y=x-n$. Parseval's relation for $F$ and the plane wave, divided by $2\pi$, is then the interpolation formula.
